# Klein's inequality for relative entropy and the Gibbs variational principle in finite dimension

The logarithm of a density matrix is defined here through its spectrum: the eigenvectors are kept, each eigenvalue $p$ is replaced by $\ln p$, and $\ln 0$ is read as $0$. States with zero eigenvalues are therefore allowed, since $\ln\rho$ enters the entropy only through $p\ln p$, which tends to $0$ as $p\to0$. The reference state $\sigma$ is taken to be positive definite. If $\rho$ had population on a zero eigenvalue of $\sigma$, reading $\ln 0$ as $0$ would give a wrong relative entropy, which could even be negative.

Let $\rho$ be positive semidefinite and $\sigma$ positive definite, both of trace one. Then

$$S(\rho\|\sigma)=\mathrm{Tr}\,\rho(\ln\rho-\ln\sigma)\ge 0,$$

with equality only for $\rho=\sigma$. For Hermitian $H$ and $T>0$, in units with $k_B=1$, it follows that

$$F(\rho)=\mathrm{Tr}\,\rho H+T\,\mathrm{Tr}\,\rho\ln\rho\ \ge\ -T\ln Z,\qquad Z=\mathrm{Tr}\,e^{-H/T},$$

with equality exactly at the Gibbs state $\gamma=e^{-H/T}/Z$. For a Hamiltonian written as a matrix in a finite orthonormal basis, the value $F(\rho)$ of any trial state $\rho$ on the same space, positive semidefinite and of trace one, is thus an upper bound on the equilibrium free energy $-T\ln Z$ of that Hamiltonian.

## Relative entropy as a sum over overlaps

Write $\rho=U\,\mathrm{diag}(p)\,U^\dagger$ and $\sigma=V\,\mathrm{diag}(q)\,V^\dagger$ with $U,V$ unitary, $p_i\ge0$ and $q_j>0$. Let $W=U^\dagger V$. Since $W$ is unitary, the weights $|W_{ij}|^2$ sum to one over $i$ and over $j$. Hence

$$\mathrm{Tr}\,\rho\ln\rho=\sum_{ij}|W_{ij}|^2p_i\ln p_i,\qquad \mathrm{Tr}\,\rho\ln\sigma=\sum_{ij}|W_{ij}|^2p_i\ln q_j.$$

The unit traces give $\sum_{ij}|W_{ij}|^2p_i=\sum_{ij}|W_{ij}|^2q_j=1$, so $-p_i+q_j$ can be added under the sum at no cost:

$$S(\rho\|\sigma)=\sum_{ij}|W_{ij}|^2\,(p_i\ln p_i-p_i\ln q_j-p_i+q_j).$$

Each bracket is nonnegative. If $p_i=0$ it equals $q_j>0$. If $p_i>0$, multiply $\ln x\le x-1$ at $x=q_j/p_i$ by $p_i$; equality requires $p_i=q_j$.

If the sum vanishes, every term does, so $p_i=q_j$ or $W_{ij}=0$. In both cases $p_iW_{ij}=W_{ij}q_j$, that is, $\mathrm{diag}(p)\,W=W\,\mathrm{diag}(q)$. Multiplying by $U$ on the left and $V^\dagger$ on the right gives $\rho=\sigma$. Conversely, $\rho=\sigma$ makes the relative entropy zero.

## Free energy measured from equilibrium

If $H=V\,\mathrm{diag}(e)\,V^\dagger$, with $V$ now the energy eigenbasis, then $\gamma$ has eigenvalues $e^{-e_i/T}/Z$, which are positive and sum to one. Therefore $\ln\gamma=-H/T-\ln Z$, and

$$T\,S(\rho\|\gamma)=T\,\mathrm{Tr}\,\rho\ln\rho+\mathrm{Tr}\,\rho H+T\ln Z=F(\rho)+T\ln Z.$$

Klein's inequality with $\sigma=\gamma$ gives the bound and its equality case.

## States and thermal quantities as matrices

The finite type `n` labels an orthonormal basis, so operators are complex matrices; infinite-dimensional systems are not covered.

In Lean 4 with Mathlib:

```lean
import Mathlib

open Matrix
open scoped ComplexOrder

namespace KleinGibbs

noncomputable section

variable {n : Type*} [Fintype n] [DecidableEq n]
```

A spectral form combines a matrix of eigenvectors with real eigenvalues.

```lean
/-- The matrix `U diag(a) U†` built from a matrix `U` and real numbers `a`. -/
def ofSpectrum (U : Matrix n n ℂ) (a : n → ℝ) : Matrix n n ℂ :=
  U * diagonal (fun i => (a i : ℂ)) * star U
```

The logarithm uses the eigenbasis that Mathlib selects for a Hermitian matrix.

```lean
open Classical in
/-- The spectral logarithm of a Hermitian matrix: same eigenvectors, logarithms of the eigenvalues,
with `ln 0` read as `0` and `ln x` read as `ln |x|` for `x < 0`. Non-Hermitian matrices are sent to
zero. -/
def logm (A : Matrix n n ℂ) : Matrix n n ℂ :=
  if h : A.IsHermitian then
    ofSpectrum (h.eigenvectorUnitary : Matrix n n ℂ) (fun i => Real.log (h.eigenvalues i))
  else 0
```

Relative entropy is defined as a real part. For the states considered here the trace is already real.

```lean
/-- The real part of `Tr ρ (ln ρ - ln σ)`. This is the relative entropy when `ρ` is a state and `σ`
a positive definite state. -/
def relEntropy (ρ σ : Matrix n n ℂ) : ℝ := (ρ * (logm ρ - logm σ)).trace.re
```

The Boltzmann operator is the matrix exponential itself, not a spectral definition.

```lean
/-- The Boltzmann operator `exp(-H/T)`. -/
def boltzmann (H : Matrix n n ℂ) (T : ℝ) : Matrix n n ℂ :=
  NormedSpace.exp (((-1 / T : ℝ) : ℂ) • H)

/-- The partition function `Z`, defined as the real part of `Tr exp(-H/T)`. -/
def partitionFn (H : Matrix n n ℂ) (T : ℝ) : ℝ := (boltzmann H T).trace.re

/-- The Gibbs state `exp(-H/T) / Z`. -/
def gibbs (H : Matrix n n ℂ) (T : ℝ) : Matrix n n ℂ :=
  (((partitionFn H T)⁻¹ : ℝ) : ℂ) • boltzmann H T

/-- The free energy `Tr ρH + T Tr ρ ln ρ` of a state `ρ`, with the real part taken of each trace. -/
def freeEnergy (H : Matrix n n ℂ) (T : ℝ) (ρ : Matrix n n ℂ) : ℝ :=
  (ρ * H).trace.re + T * (ρ * logm ρ).trace.re
```

## Independence of the eigenbasis

The next lemma is the overlap criterion from the equality argument, for arbitrary real spectra `a` and `b`. One direction compares entries of $\mathrm{diag}(a)W=W\,\mathrm{diag}(b)$; the other rebuilds the operators from that identity.

```lean
/-- Two spectral forms give the same operator exactly when eigenvectors belonging to
different eigenvalues have zero overlap. -/
theorem ofSpectrum_eq_iff {U V : Matrix n n ℂ} (hU : U ∈ unitaryGroup n ℂ)
    (hV : V ∈ unitaryGroup n ℂ) (a b : n → ℝ) :
    ofSpectrum U a = ofSpectrum V b ↔ ∀ i j, a i = b j ∨ (star U * V) i j = 0 := by
  have hU1 := mem_unitaryGroup_iff.1 hU
  have hU2 := mem_unitaryGroup_iff'.1 hU
  have hV1 := mem_unitaryGroup_iff.1 hV
  have hV2 := mem_unitaryGroup_iff'.1 hV
  constructor
  · intro h i j
    have e : diagonal (fun i => (a i : ℂ)) * (star U * V)
        = (star U * V) * diagonal (fun i => (b i : ℂ)) := by
      calc _ = (star U * U) * diagonal (fun i => (a i : ℂ)) * (star U * V) := by
            rw [hU2, one_mul]
        _ = star U * ofSpectrum U a * V := by simp only [ofSpectrum, mul_assoc]
        _ = star U * ofSpectrum V b * V := by rw [h]
        _ = (star U * V) * diagonal (fun i => (b i : ℂ)) * (star V * V) := by
            simp only [ofSpectrum, mul_assoc]
        _ = _ := by rw [hV2, mul_one]
    have e2 := congrFun (congrFun e i) j
    simp only [diagonal_mul, mul_diagonal] at e2
    by_cases hw : (star U * V) i j = 0
    · exact Or.inr hw
    · have h3 : (a i : ℂ) = b j := mul_right_cancel₀ hw (by linear_combination e2)
      exact Or.inl (by exact_mod_cast h3)
  · intro h
    have e : diagonal (fun i => (a i : ℂ)) * (star U * V)
        = (star U * V) * diagonal (fun i => (b i : ℂ)) := by
      ext i j
      simp only [diagonal_mul, mul_diagonal]
      rcases h i j with h | h
      · rw [h, mul_comm]
      · rw [h, mul_zero, zero_mul]
    calc ofSpectrum U a
        = U * diagonal (fun i => (a i : ℂ)) * star U * (V * star V) := by
          rw [hV1, mul_one, ofSpectrum]
      _ = U * (diagonal (fun i => (a i : ℂ)) * (star U * V)) * star V := by
          simp only [mul_assoc]
      _ = (U * star U) * ofSpectrum V b := by rw [e]; simp only [ofSpectrum, mul_assoc]
      _ = _ := by rw [hU1, one_mul]

/-- A Hermitian matrix is recovered from its eigenvectors and eigenvalues. -/
theorem ofSpectrum_eigen {A : Matrix n n ℂ} (hA : A.IsHermitian) :
    ofSpectrum (hA.eigenvectorUnitary : Matrix n n ℂ) hA.eigenvalues = A := by
  have h := hA.spectral_theorem
  rw [Unitary.conjStarAlgAut_apply] at h
  exact h.symm
```

If two spectral forms agree, then $a_i=b_j$ wherever the overlap is nonzero. Taking logarithms preserves this condition, so degenerate eigenvalues cause no ambiguity.

```lean
/-- The logarithm may be computed in any orthonormal eigenbasis. -/
theorem logm_ofSpectrum {V : Matrix n n ℂ} (hV : V ∈ unitaryGroup n ℂ) (b : n → ℝ) :
    logm (ofSpectrum V b) = ofSpectrum V (fun i => Real.log (b i)) := by
  have h : (ofSpectrum V b).IsHermitian := by
    have hd : (diagonal (fun i => (b i : ℂ)))ᴴ = diagonal (fun i => (b i : ℂ)) := by
      rw [diagonal_conjTranspose]
      congr 1
      funext i
      simp
    unfold Matrix.IsHermitian ofSpectrum
    rw [star_eq_conjTranspose, conjTranspose_mul, conjTranspose_mul,
      conjTranspose_conjTranspose, hd, Matrix.mul_assoc]
  rw [logm, dif_pos h]
  refine (ofSpectrum_eq_iff h.eigenvectorUnitary.2 hV _ _).2 fun i j => ?_
  exact ((ofSpectrum_eq_iff h.eigenvectorUnitary.2 hV _ _).1 (ofSpectrum_eigen h) i j).imp
    (fun e => congrArg Real.log e) id
```

## The inequality and its equality case

The trace formula produces the squared overlaps.

```lean
/-- The trace of `U diag(a) U† V diag(b) V†` is the sum of the products `a i * b j`, weighted by the
squared moduli of the entries of `U† V`. -/
theorem trace_overlap (U V : Matrix n n ℂ) (a b : n → ℝ) :
    (ofSpectrum U a * ofSpectrum V b).trace
      = ((∑ i, ∑ j, a i * b j * Complex.normSq ((star U * V) i j) : ℝ) : ℂ) := by
  have h : (ofSpectrum U a * ofSpectrum V b).trace = (diagonal (fun i => (a i : ℂ))
      * (star U * V) * diagonal (fun i => (b i : ℂ)) * star (star U * V)).trace := by
    rw [star_mul, star_star]
    unfold ofSpectrum
    simp only [mul_assoc]
    rw [trace_mul_comm]
    simp only [mul_assoc]
  rw [h, Matrix.trace]
  simp only [Complex.ofReal_sum, Complex.ofReal_mul]
  refine Finset.sum_congr rfl fun i _ => ?_
  rw [diag_apply, Matrix.mul_apply]
  refine Finset.sum_congr rfl fun j _ => ?_
  rw [mul_diagonal, diagonal_mul, star_apply, ← Complex.mul_conj, starRingEnd_apply]
  ring
```

In `klein`, `gap` is the scalar inequality and `key` the weighted sum. The normalisation terms come from `trace_overlap` with one spectrum set to $1$. For equality, a vanishing sum of nonnegative terms forces each term to vanish, and `ofSpectrum_eq_iff` returns $\rho=\sigma$.

```lean
/-- Klein's inequality: the relative entropy of a state `ρ` to a positive definite state `σ`
is nonnegative, and it vanishes only for `ρ = σ`. -/
theorem klein {ρ σ : Matrix n n ℂ} (hρ : ρ.PosSemidef) (hσ : σ.PosDef)
    (h1 : ρ.trace = 1) (h2 : σ.trace = 1) :
    0 ≤ relEntropy ρ σ ∧ (relEntropy ρ σ = 0 ↔ ρ = σ) := by
  -- the scalar inequality, with its equality case
  have gap : ∀ p q : ℝ, 0 ≤ p → 0 < q → 0 ≤ p * Real.log p - p * Real.log q - p + q ∧
      (p * Real.log p - p * Real.log q - p + q = 0 → p = q) := by
    intro p q hp hq
    by_cases hne : p = q
    · subst hne
      exact ⟨le_of_eq (by ring), fun _ => rfl⟩
    have pos : 0 < p * Real.log p - p * Real.log q - p + q := by
      rcases hp.eq_or_lt with h0 | hp
      · rw [← h0]
        linarith
      · have k := Real.log_lt_sub_one_of_pos (div_pos hq hp)
          (fun h => hne ((div_eq_one_iff_eq hp.ne').1 h).symm)
        rw [Real.log_div hq.ne' hp.ne'] at k
        have k2 := mul_lt_mul_of_pos_left k hp
        have e : p * (q / p - 1) = q - p := by field_simp
        rw [e, mul_sub] at k2
        linarith
    exact ⟨pos.le, fun h => absurd h pos.ne'⟩
  obtain ⟨U, hU, p, hp, rfl⟩ : ∃ U ∈ unitaryGroup n ℂ, ∃ p : n → ℝ,
      (∀ i, 0 ≤ p i) ∧ ρ = ofSpectrum U p :=
    ⟨_, hρ.isHermitian.eigenvectorUnitary.2, _, hρ.eigenvalues_nonneg,
      (ofSpectrum_eigen _).symm⟩
  obtain ⟨V, hV, q, hq, rfl⟩ : ∃ V ∈ unitaryGroup n ℂ, ∃ q : n → ℝ,
      (∀ i, 0 < q i) ∧ σ = ofSpectrum V q :=
    ⟨_, hσ.isHermitian.eigenvectorUnitary.2, _, hσ.eigenvalues_pos,
      (ofSpectrum_eigen _).symm⟩
  have one : ∀ X ∈ unitaryGroup n ℂ, ofSpectrum X (fun _ => 1) = 1 := by
    intro X hX
    simpa [ofSpectrum] using mem_unitaryGroup_iff.1 hX
  have hmul : ofSpectrum U p * ofSpectrum U (fun i => Real.log (p i))
      = ofSpectrum U (fun i => p i * Real.log (p i)) := by
    calc _ = U * diagonal (fun i => (p i : ℂ)) * (star U * U)
          * diagonal (fun i => (Real.log (p i) : ℂ)) * star U := by
          simp only [ofSpectrum, mul_assoc]
      _ = _ := by
          rw [mem_unitaryGroup_iff'.1 hU, mul_one, mul_assoc U, diagonal_mul_diagonal]
          simp only [ofSpectrum, Complex.ofReal_mul]
  -- relative entropy as a weighted sum of scalar gaps
  have key : relEntropy (ofSpectrum U p) (ofSpectrum V q) = ∑ i, ∑ j,
      (p i * Real.log (p i) - p i * Real.log (q j) - p i + q j)
        * Complex.normSq ((star U * V) i j) := by
    have a1 := trace_overlap U V (fun i => p i * Real.log (p i)) (fun _ => 1)
    rw [one V hV, mul_one, ← hmul] at a1
    have a3 := congrArg Complex.re (trace_overlap U V p (fun _ => 1))
    rw [one V hV, mul_one, h1, Complex.one_re, Complex.ofReal_re] at a3
    have a4 := congrArg Complex.re (trace_overlap U V (fun _ => 1) q)
    rw [one U hU, one_mul, h2, Complex.one_re, Complex.ofReal_re] at a4
    unfold relEntropy
    rw [logm_ofSpectrum hU, logm_ofSpectrum hV, mul_sub, trace_sub, a1, trace_overlap,
      Complex.sub_re, Complex.ofReal_re, Complex.ofReal_re]
    simp only [mul_one, one_mul] at a3 a4 ⊢
    simp only [sub_mul, add_mul, Finset.sum_sub_distrib, Finset.sum_add_distrib]
    linarith
  have hn : ∀ i j, 0 ≤ (p i * Real.log (p i) - p i * Real.log (q j) - p i + q j)
      * Complex.normSq ((star U * V) i j) :=
    fun i j => mul_nonneg (gap _ _ (hp i) (hq j)).1 (Complex.normSq_nonneg _)
  refine ⟨key ▸ Finset.sum_nonneg fun i _ => Finset.sum_nonneg fun j _ => hn i j, ?_, ?_⟩
  · intro h
    rw [key] at h
    refine (ofSpectrum_eq_iff hU hV p q).2 fun i j => ?_
    have hi := (Finset.sum_eq_zero_iff_of_nonneg
      (fun i _ => Finset.sum_nonneg fun j _ => hn i j)).1 h i (Finset.mem_univ i)
    have hj := (Finset.sum_eq_zero_iff_of_nonneg (fun j _ => hn i j)).1 hi j
      (Finset.mem_univ j)
    exact (mul_eq_zero.1 hj).imp (gap _ _ (hp i) (hq j)).2 Complex.normSq_eq_zero.1
  · intro h
    simp [relEntropy, h]
```

## The Gibbs state and the variational bound

An affine change of the eigenvalues is the same affine change of the operator.

```lean
/-- Rescaling and shifting the eigenvalues rescales the operator and adds a multiple of the
identity. -/
theorem ofSpectrum_affine {V : Matrix n n ℂ} (hV : V ∈ unitaryGroup n ℂ) (c d : ℝ)
    (e : n → ℝ) : ofSpectrum V (fun i => c * e i + d)
      = (c : ℂ) • ofSpectrum V e + (d : ℂ) • (1 : Matrix n n ℂ) := by
  have h : diagonal (fun i => ((c * e i + d : ℝ) : ℂ))
      = (c : ℂ) • diagonal (fun i => (e i : ℂ)) + (d : ℂ) • (1 : Matrix n n ℂ) := by
    ext i j
    by_cases hij : i = j
    · subst hij
      simp
    · simp [hij]
  unfold ofSpectrum
  rw [h, mul_add, add_mul, Matrix.mul_smul, Matrix.smul_mul, Matrix.mul_smul,
    Matrix.smul_mul, mul_one, mem_unitaryGroup_iff.1 hV]
```

The exponential is then evaluated in the energy basis. Writing the Gibbs eigenvalues as $\exp(-e_i/T-\ln Z)$ makes their logarithms immediate. `Nonempty n` excludes the zero-dimensional space, where $Z$ would vanish.

```lean
/-- In the energy eigenbasis the partition function is positive, it is the full trace of the
Boltzmann operator, and the Gibbs state has the eigenvalues `exp(-e/T - ln Z)`. -/
theorem gibbs_ofSpectrum [Nonempty n] {V : Matrix n n ℂ} (hV : V ∈ unitaryGroup n ℂ)
    (e : n → ℝ) (T : ℝ) : 0 < partitionFn (ofSpectrum V e) T ∧
      (boltzmann (ofSpectrum V e) T).trace = (partitionFn (ofSpectrum V e) T : ℂ) ∧
      gibbs (ofSpectrum V e) T = ofSpectrum V
        (fun i => Real.exp (-1 / T * e i + -Real.log (partitionFn (ofSpectrum V e) T))) := by
  have hV1 := mem_unitaryGroup_iff.1 hV
  have hV2 := mem_unitaryGroup_iff'.1 hV
  have hb : boltzmann (ofSpectrum V e) T
      = ofSpectrum V (fun i => Real.exp (-1 / T * e i)) := by
    have h := ofSpectrum_affine hV (-1 / T) 0 e
    simp only [Complex.ofReal_zero, zero_smul, add_zero] at h
    have hi : V⁻¹ = star V := Matrix.inv_eq_right_inv hV1
    have hu : IsUnit V := ⟨⟨V, star V, hV1, hV2⟩, rfl⟩
    have hd : NormedSpace.exp (fun i => ((-1 / T * e i : ℝ) : ℂ))
        = fun i => ((Real.exp (-1 / T * e i) : ℝ) : ℂ) := by
      funext i
      have hx : NormedSpace.exp (fun i => ((-1 / T * e i : ℝ) : ℂ)) i
          = NormedSpace.exp ((-1 / T * e i : ℝ) : ℂ) := by
        exact NormedSpace.map_exp (Pi.evalRingHom (fun _ : n => ℂ) i) (continuous_apply i) _
      rw [hx, ← Complex.exp_eq_exp_ℂ, Complex.ofReal_exp]
    rw [boltzmann, ← h]
    unfold ofSpectrum
    rw [← hi, Matrix.exp_conj _ _ hu, Matrix.exp_diagonal, hd]
  have ht : (boltzmann (ofSpectrum V e) T).trace
      = ((∑ i, Real.exp (-1 / T * e i) : ℝ) : ℂ) := by
    rw [hb]
    unfold ofSpectrum
    rw [trace_mul_comm, ← mul_assoc, hV2, one_mul, trace_diagonal, Complex.ofReal_sum]
  have hZ : partitionFn (ofSpectrum V e) T = ∑ i, Real.exp (-1 / T * e i) := by
    rw [partitionFn, ht, Complex.ofReal_re]
  have hpos : 0 < partitionFn (ofSpectrum V e) T := by
    rw [hZ]
    exact Finset.sum_pos (fun i _ => Real.exp_pos _) Finset.univ_nonempty
  refine ⟨hpos, by rw [ht, hZ], ?_⟩
  have h := ofSpectrum_affine hV (partitionFn (ofSpectrum V e) T)⁻¹ 0
    (fun i => Real.exp (-1 / T * e i))
  simp only [Complex.ofReal_zero, zero_smul, add_zero] at h
  rw [gibbs, hb, ← h]
  congr 1
  funext i
  rw [Real.exp_add, Real.exp_neg, Real.exp_log hpos, mul_comm]
```

Positive eigenvalues and division by $Z$ make $\gamma$ an admissible reference state for `klein`.

```lean
/-- The Gibbs state is a positive definite matrix of trace one. -/
theorem gibbs_state [Nonempty n] {H : Matrix n n ℂ} (hH : H.IsHermitian) (T : ℝ) :
    (gibbs H T).PosDef ∧ (gibbs H T).trace = 1 := by
  obtain ⟨V, hV, e, rfl⟩ : ∃ V ∈ unitaryGroup n ℂ, ∃ e : n → ℝ, H = ofSpectrum V e :=
    ⟨_, hH.eigenvectorUnitary.2, _, (ofSpectrum_eigen hH).symm⟩
  obtain ⟨hZ, ht, hg⟩ := gibbs_ofSpectrum hV e T
  constructor
  · rw [hg]
    unfold ofSpectrum
    rw [star_eq_conjTranspose]
    refine Matrix.PosDef.mul_mul_conjTranspose_same (Matrix.PosDef.diagonal fun i => ?_) ?_
    · exact_mod_cast Real.exp_pos _
    · intro x y h
      have h2 : (x ᵥ* V) ᵥ* star V = (y ᵥ* V) ᵥ* star V := congrArg (· ᵥ* star V) h
      rwa [vecMul_vecMul, vecMul_vecMul, mem_unitaryGroup_iff.1 hV, vecMul_one,
        vecMul_one] at h2
  · rw [gibbs, trace_smul, ht, smul_eq_mul, ← Complex.ofReal_mul, inv_mul_cancel₀ hZ.ne',
      Complex.ofReal_one]
```

For Hermitian $H$, the free-energy identity needs $\mathrm{Tr}\,\rho=1$ and $T\ne0$ in its proof, but not the positivity of $\rho$.

```lean
/-- The free energy of a trace-one `ρ` is `-T ln Z` plus `T` times its relative entropy to
the Gibbs state. -/
theorem freeEnergy_eq [Nonempty n] {H ρ : Matrix n n ℂ} (hH : H.IsHermitian) {T : ℝ}
    (hT : T ≠ 0) (hρ : ρ.trace = 1) : freeEnergy H T ρ
      = -T * Real.log (partitionFn H T) + T * relEntropy ρ (gibbs H T) := by
  obtain ⟨V, hV, e, rfl⟩ : ∃ V ∈ unitaryGroup n ℂ, ∃ e : n → ℝ, H = ofSpectrum V e :=
    ⟨_, hH.eigenvectorUnitary.2, _, (ofSpectrum_eigen hH).symm⟩
  -- the logarithm of the Gibbs state is `-H/T - ln Z`
  have hl : logm (gibbs (ofSpectrum V e) T) = ((-1 / T : ℝ) : ℂ) • ofSpectrum V e
      + ((-Real.log (partitionFn (ofSpectrum V e) T) : ℝ) : ℂ) • (1 : Matrix n n ℂ) := by
    rw [(gibbs_ofSpectrum hV e T).2.2, logm_ofSpectrum hV, ← ofSpectrum_affine hV]
    simp only [Real.log_exp]
  have hT' : T * (-1 / T) = -1 := by field_simp
  unfold freeEnergy relEntropy
  rw [hl, mul_sub, mul_add, Matrix.mul_smul, Matrix.mul_smul, mul_one, trace_sub, trace_add,
    trace_smul, trace_smul, hρ]
  simp only [smul_eq_mul, Complex.sub_re, Complex.add_re, Complex.re_ofReal_mul,
    Complex.ofReal_re, mul_one]
  linear_combination (ρ * ofSpectrum V e).trace.re * hT'
```

Positivity of $\rho$ and the sign of $T$ enter in the final theorem, where `klein` is applied with the Gibbs state as reference.

```lean
/-- Gibbs variational principle: at temperature `T > 0` every state has free energy at least
`-T ln Tr exp(-H/T)`, with equality exactly for the Gibbs state. -/
theorem gibbs_variational [Nonempty n] {H ρ : Matrix n n ℂ} (hH : H.IsHermitian) {T : ℝ}
    (hT : 0 < T) (hρ : ρ.PosSemidef) (h1 : ρ.trace = 1) :
    -T * Real.log (partitionFn H T) ≤ freeEnergy H T ρ ∧
      (freeEnergy H T ρ = -T * Real.log (partitionFn H T) ↔ ρ = gibbs H T) := by
  obtain ⟨hg, ht⟩ := gibbs_state hH T
  obtain ⟨k1, k2⟩ := klein hρ hg h1 ht
  rw [freeEnergy_eq hH hT.ne' h1, ← k2]
  refine ⟨by linarith [mul_nonneg hT.le k1], fun h => ?_, fun h => ?_⟩
  · have h0 : T * relEntropy ρ (gibbs H T) = 0 := by linarith
    exact (mul_eq_zero.1 h0).resolve_left hT.ne'
  · rw [h, mul_zero, add_zero]

end

end KleinGibbs
```

```lean
#print axioms KleinGibbs.gibbs_variational
```

```
'KleinGibbs.gibbs_variational' depends on axioms: [propext, Classical.choice, Quot.sound]
```
